# The squared gradient of the vortex phase ((x + iy)/r)ⁿ integrates to 2πn² log(R/ε) over an annulus

Q: Suppose the gauge of a band has a vortex at one point of k-space, and I integrate its squared gradient on a mesh that misses the point. Every mesh gives a finite number, and a refinement may raise it only a little. Without the growth law I could take this for slow convergence and report a finite Wannier spread where there is none. Does your Lean theorem deal with that, or with some tamer integral?

A: It deals with the phase factor responsible for that growth, for a single isolated vortex in a flat plane and with no Bloch states in the model. Let x and y be the k-space coordinates measured from the vortex core, r = √(x² + y²), and n an integer, the winding. The gauge is u = ((x + iy)/r)ⁿ. Position acts as a derivative in k, so the squared gradient of u is a contribution to the mean square position. Cut off at an inner radius ε and an outer radius R, its integral is 2πn² log(R/ε). Halving ε therefore adds 2πn² log 2 every time, and for n ≠ 0 the sum never settles.

Q: Derive it by hand first.

A: Write d = (x + iy)/r, so u = dⁿ, and let ∂ₓ and ∂ᵧ be the partial derivatives in x and y. Since ∂ₓr = x/r, the quotient rule gives

∂ₓd = 1/r − (x + iy)x/r³ = (y² − ixy)/r³ = (−iy/r²) d.

In the same way, with ∂ᵧr = y/r,

∂ᵧd = i/r − (x + iy)y/r³ = (ix² − xy)/r³ = (ix/r²) d.

Whenever ∂d = c d, the power rule gives ∂(dⁿ) = n dⁿ⁻¹ c d = n c dⁿ. Hence

∂ₓu = −i n y u/r²,  ∂ᵧu = i n x u/r².

Away from the origin |u| = 1, so

|∂ₓu|² + |∂ᵧu|² = n²(y² + x²)/r⁴ = n²/r².

With the area element r dr dθ, the circle of radius r contributes

∫₀^{2π} (n²/r²) r dθ = 2πn²/r,

and integrating over r from ε to R gives

2πn² (log R − log ε) = 2πn² log(R/ε).

As ε → 0⁺, −log ε grows without bound, so the integral diverges if n ≠ 0. If n = 0 it is zero for every ε.

Q: Now the formal side. My first suspicion is that the density n²/r² was simply put in as a definition.

A: It was not. The definitions contain the phase and its derivatives, and n²/r² has to be proved.

```lean
import Mathlib

open Complex (I)
open Filter
open scoped Real Topology

namespace VortexGauge

noncomputable section
```

The distance from the core is a real square root.

```lean
/-- Distance of the point `(x, y)` from the vortex core at the origin. -/
def radius (x y : ℝ) : ℝ := Real.sqrt (x ^ 2 + y ^ 2)
```

The direction d is a complex number built from two real coordinates.

```lean
/-- The direction `(x + i y) / r` of the point `(x, y)`, as a complex number. -/
def direction (x y : ℝ) : ℂ := ((x : ℂ) + (y : ℂ) * I) / (radius x y : ℂ)
```

The winding has type `ℤ`, so vortices of either sense are included, as is n = 0.

```lean
/-- The vortex gauge `((x + i y) / r) ^ n` with integer winding `n`. -/
def vortex (n : ℤ) (x y : ℝ) : ℂ := direction x y ^ n
```

The density uses `deriv` along each coordinate, with the other coordinate held fixed.

```lean
/-- The gradient density `|∂ₓ u|² + |∂ᵧ u|²` of the vortex gauge. -/
def gradDensity (n : ℤ) (x y : ℝ) : ℝ :=
  ‖deriv (fun s => vortex n s y) x‖ ^ 2 + ‖deriv (fun s => vortex n x s) y‖ ^ 2
```

The last definition is the polar integral, with the angle inside and the radius outside. The final factor `r` is the area element.

```lean
/-- The gradient density integrated in polar coordinates over the annulus between the
radii `ε` and `R`. -/
def annulusSpread (n : ℤ) (ε R : ℝ) : ℝ :=
  ∫ r in ε..R, ∫ θ in (0 : ℝ)..(2 * π),
    gradDensity n (r * Real.cos θ) (r * Real.sin θ) * r
```

Q: So "spread" is your name for that integral. The usual spread subtracts the squared mean position and divides by the area of the Brillouin zone.

A: Yes, `annulusSpread` does neither. The area is a constant prefactor. The mean would vanish by symmetry here, because the phase gradient n(−y, x)/r² averages to zero over the annulus. The Berry connection of an actual band is also absent, as are the periodicity of the zone and any other vortices. The polar form is part of the definition; it is not derived from an area integral over the plane.

Q: And what do the theorems say about these objects?

A: There are four main statements.

- `sq_radius_mul_gradDensity`: if x² + y² > 0, then (x² + y²) times the density equals n². Dividing gives n²/r². In this product form the equation would fail at the origin for n ≠ 0, so the hypothesis does real work.
- `annulusSpread_eq`: for 0 < ε ≤ R the integral is 2πn² log(R/ε). Setting R = 1 gives 2πn² log(1/ε).
- `annulusSpread_diverges_iff`: for fixed R > 0, the integral tends to +∞ as ε approaches 0 from above if and only if n ≠ 0.
- `winding_lower_bound`: take a phase exp(iα(t)) whose angle function α has a continuous derivative α′ and satisfies α(2π) = α(0) + 2πn. The integral of its squared angular derivative over [0, 2π] is at least 2πn².

Q: Lean's `deriv` returns zero where a function has no derivative. How do I know that the density isn't polluted by that?

A: Because the partial derivatives are established with `HasDerivAt`, which says that the derivative exists and has the given value. The proof starts with two facts about size: r² = x² + y², and |u| = 1 away from the core.

```lean
/-- The squared radius is `x² + y²`. -/
theorem radius_sq (x y : ℝ) : radius x y ^ 2 = x ^ 2 + y ^ 2 :=
  Real.sq_sqrt (by positivity)

/-- Away from the core the vortex gauge is a pure phase. -/
theorem norm_vortex {x y : ℝ} (h : 0 < x ^ 2 + y ^ 2) (n : ℤ) : ‖vortex n x y‖ = 1 := by
  have hr : 0 < radius x y := Real.sqrt_pos.2 h
  have hd : ‖direction x y‖ = 1 := by
    rw [direction, norm_div, Complex.norm_add_mul_I, Complex.norm_real,
      Real.norm_of_nonneg hr.le]
    exact div_self hr.ne'
  rw [vortex, norm_zpow, hd, one_zpow]
```

Next comes the power rule for phases, the step from ∂d = c d to ∂(dⁿ) = n c dⁿ. The proof composes Mathlib's derivative of an integer power with the given derivative, then rewrites dⁿ⁻¹ as dⁿ d⁻¹. That needs d ≠ 0, which follows from |d| = 1.

```lean
/-- If a phase `w` has logarithmic derivative `c`, its integer power `w ^ n` has
logarithmic derivative `n c`. -/
theorem hasDerivAt_phase_zpow {w : ℝ → ℂ} {c : ℂ} {t : ℝ} (hw : HasDerivAt w (c * w t) t)
    (h1 : ‖w t‖ = 1) (n : ℤ) :
    HasDerivAt (fun s => w s ^ n) (n * c * w t ^ n) t := by
  have h0 : w t ≠ 0 := by
    intro h
    simp [h] at h1
  have hd := (hasDerivAt_zpow n (w t) (Or.inl h0)).comp t hw
  refine hd.congr_deriv ?_
  rw [zpow_sub_one₀ h0]
  generalize w t ^ n = W
  linear_combination ((n : ℂ) * c * W) * inv_mul_cancel₀ h0
```

Q: And the quotient rule?

A: In the x-derivative, `hrad` is ∂ₓr = x/r and `hnum` is the derivative of the numerator. `fun_div` combines them by the quotient rule. The closing `linear_combination` is the algebra that turns the quotient into (−iy/r²) d, using r² = x² + y² and i² = −1.

```lean
/-- Away from the core, `∂ₓ u = -i n y u / r²`. -/
theorem vortex_partial_x {x y : ℝ} (h : 0 < x ^ 2 + y ^ 2) (n : ℤ) :
    HasDerivAt (fun s => vortex n s y)
      (n * (-((y : ℂ) * I) / (radius x y : ℂ) ^ 2) * vortex n x y) x := by
  have hr : radius x y ≠ 0 := (Real.sqrt_pos.2 h).ne'
  have hrc : (radius x y : ℂ) ≠ 0 := Complex.ofReal_ne_zero.2 hr
  have hr2 : (radius x y : ℂ) ^ 2 = (x : ℂ) ^ 2 + (y : ℂ) ^ 2 := by
    exact_mod_cast radius_sq x y
  have hs : HasDerivAt (fun s : ℝ => s ^ 2 + y ^ 2) (2 * x) x :=
    ((hasDerivAt_pow 2 x).add_const (y ^ 2)).congr_deriv (by norm_num)
  have hrad : HasDerivAt (fun s : ℝ => radius s y) (x / radius x y) x :=
    (hs.sqrt h.ne').congr_deriv (mul_div_mul_left _ _ two_ne_zero)
  have hnum : HasDerivAt (fun s : ℝ => (s : ℂ) + (y : ℂ) * I) 1 x :=
    ((hasDerivAt_id' x).ofReal_comp.add_const ((y : ℂ) * I)).congr_deriv (by simp)
  -- quotient rule for the direction, then the power rule
  refine hasDerivAt_phase_zpow (w := fun s => direction s y) ?_
    (by simpa [vortex] using norm_vortex h 1) n
  refine (hnum.fun_div hrad.ofReal_comp hrc).congr_deriv ?_
  simp only [direction, Complex.ofReal_div]
  linear_combination
    (-((radius x y : ℂ) * (radius x y : ℂ)⁻¹ ^ 2)) * mul_inv_cancel₀ hrc
      + (radius x y : ℂ)⁻¹ ^ 3 * hr2 + (radius x y : ℂ)⁻¹ ^ 3 * (y : ℂ) ^ 2 * Complex.I_sq
```

The y-derivative runs in parallel, with numerator derivative i in place of 1.

```lean
/-- Away from the core, `∂ᵧ u = i n x u / r²`. -/
theorem vortex_partial_y {x y : ℝ} (h : 0 < x ^ 2 + y ^ 2) (n : ℤ) :
    HasDerivAt (fun s => vortex n x s)
      (n * (((x : ℂ) * I) / (radius x y : ℂ) ^ 2) * vortex n x y) y := by
  have hr : radius x y ≠ 0 := (Real.sqrt_pos.2 h).ne'
  have hrc : (radius x y : ℂ) ≠ 0 := Complex.ofReal_ne_zero.2 hr
  have hr2 : (radius x y : ℂ) ^ 2 = (x : ℂ) ^ 2 + (y : ℂ) ^ 2 := by
    exact_mod_cast radius_sq x y
  have hs : HasDerivAt (fun s : ℝ => x ^ 2 + s ^ 2) (2 * y) y :=
    ((hasDerivAt_pow 2 y).const_add (x ^ 2)).congr_deriv (by norm_num)
  have hrad : HasDerivAt (fun s : ℝ => radius x s) (y / radius x y) y :=
    (hs.sqrt h.ne').congr_deriv (mul_div_mul_left _ _ two_ne_zero)
  have hnum : HasDerivAt (fun s : ℝ => (x : ℂ) + (s : ℂ) * I) I y :=
    (((hasDerivAt_id' y).ofReal_comp.mul_const I).const_add (x : ℂ)).congr_deriv (by simp)
  refine hasDerivAt_phase_zpow (w := fun s => direction x s) ?_
    (by simpa [vortex] using norm_vortex h 1) n
  refine (hnum.fun_div hrad.ofReal_comp hrc).congr_deriv ?_
  simp only [direction, Complex.ofReal_div]
  linear_combination
    (-(I * (radius x y : ℂ) * (radius x y : ℂ)⁻¹ ^ 2)) * mul_inv_cancel₀ hrc
      + (radius x y : ℂ)⁻¹ ^ 3 * I * hr2
      - (radius x y : ℂ)⁻¹ ^ 3 * (x : ℂ) * (y : ℂ) * Complex.I_sq
```

Q: Then the density is just the sum of two squared norms.

A: Yes. The proof replaces both `deriv` terms by the values just found, and `simp` takes the norms, with |u| = 1 and |i| = 1. What remains is n²(y² + x²)/r⁴ multiplied by r², which the last line reduces to n².

```lean
/-- Away from the core, `r²` times the gradient density of the vortex gauge is `n²`. -/
theorem sq_radius_mul_gradDensity {x y : ℝ} (h : 0 < x ^ 2 + y ^ 2) (n : ℤ) :
    (x ^ 2 + y ^ 2) * gradDensity n x y = (n : ℝ) ^ 2 := by
  have hr : radius x y ≠ 0 := (Real.sqrt_pos.2 h).ne'
  have hr2 := radius_sq x y
  have hq := mul_inv_cancel₀ hr
  rw [gradDensity, (vortex_partial_x h n).deriv, (vortex_partial_y h n).deriv]
  simp only [norm_mul, norm_div, norm_neg, norm_pow, norm_vortex h, Complex.norm_real,
    Complex.norm_I, Complex.norm_intCast, Real.norm_eq_abs, mul_one, mul_pow, div_pow, sq_abs]
  generalize radius x y = r at *
  linear_combination (-((n : ℝ) ^ 2 * r⁻¹ ^ 4 * (r ^ 2 + x ^ 2 + y ^ 2))) * hr2
    + ((n : ℝ) ^ 2 * (r * r⁻¹ + 1) * (r ^ 2 * r⁻¹ ^ 2 + 1)) * hq
```

Q: Where does the angular integral get done?

A: In `circle_cost`. The inner fact `key` substitutes x = r cos θ and y = r sin θ, uses sin²θ + cos²θ = 1, and finds that the integrand equals n²/r at every angle. Integrating a constant over [0, 2π] gives 2πn²/r, stated after multiplication by r.

```lean
/-- The gradient density integrated over the circle of radius `r`, with the polar weight `r`,
is `2π n² / r`; the statement is multiplied through by `r`. -/
theorem circle_cost (n : ℤ) {r : ℝ} (hr : r ≠ 0) :
    r * (∫ θ in (0 : ℝ)..(2 * π), gradDensity n (r * Real.cos θ) (r * Real.sin θ) * r)
      = 2 * π * (n : ℝ) ^ 2 := by
  have hq := mul_inv_cancel₀ hr
  -- the integrand does not depend on the angle
  have key : ∀ θ : ℝ, gradDensity n (r * Real.cos θ) (r * Real.sin θ) * r
      = (n : ℝ) ^ 2 * r⁻¹ := by
    intro θ
    have hs : (r * Real.cos θ) ^ 2 + (r * Real.sin θ) ^ 2 = r ^ 2 := by
      linear_combination r ^ 2 * Real.sin_sq_add_cos_sq θ
    have h := sq_radius_mul_gradDensity (x := r * Real.cos θ) (y := r * Real.sin θ)
      (by rw [hs]; positivity) n
    rw [hs] at h
    generalize gradDensity n (r * Real.cos θ) (r * Real.sin θ) = G at h ⊢
    linear_combination r⁻¹ * h - G * r * hq
  simp only [key, intervalIntegral.integral_const, smul_eq_mul, sub_zero]
  linear_combination (2 * π * (n : ℝ) ^ 2) * hq
```

The radial integral follows. `integral_congr` replaces the inner integral by 2πn²/r throughout [ε, R], where r is positive because ε is. Mathlib's integral of 1/r then supplies the logarithm.

```lean
/-- For `0 < ε ≤ R`, the gradient density of the vortex gauge, integrated in polar coordinates over
the annulus `ε ≤ r ≤ R`, is `2π n² log (R / ε)`. -/
theorem annulusSpread_eq (n : ℤ) {ε R : ℝ} (hε : 0 < ε) (hR : ε ≤ R) :
    annulusSpread n ε R = 2 * π * (n : ℝ) ^ 2 * Real.log (R / ε) := by
  have hc : annulusSpread n ε R = ∫ r in ε..R, 2 * π * (n : ℝ) ^ 2 * r⁻¹ := by
    refine intervalIntegral.integral_congr (fun r hr => ?_)
    rw [Set.uIcc_of_le hR] at hr
    have hr0 : r ≠ 0 := (hε.trans_le hr.1).ne'
    exact (eq_mul_inv_iff_mul_eq₀ hr0).2 ((mul_comm _ _).trans (circle_cost n hr0))
  rw [hc, intervalIntegral.integral_const_mul, integral_inv_of_pos hε (hε.trans_le hR)]
```

Q: The divergence is an "if and only if". Are both directions argued?

A: They are. For ε between 0 and R, the integral is first rewritten as 2πn²(log R − log ε). If n = 0 this is identically zero, so it can't exceed zero, let alone tend to infinity. If n ≠ 0 the prefactor is positive, and −log ε tends to infinity.

```lean
/-- As the core radius `ε` shrinks to zero at fixed outer radius `R > 0`, the integrated gradient
density of the vortex gauge grows without bound exactly when the winding is nonzero. -/
theorem annulusSpread_diverges_iff (n : ℤ) {R : ℝ} (hR : 0 < R) :
    Tendsto (fun ε => annulusSpread n ε R) (𝓝[>] 0) atTop ↔ n ≠ 0 := by
  have hev : (fun ε => annulusSpread n ε R) =ᶠ[𝓝[>] 0]
      fun ε => 2 * π * (n : ℝ) ^ 2 * (Real.log R + -Real.log ε) := by
    filter_upwards [Ioo_mem_nhdsGT hR] with ε hε
    rw [annulusSpread_eq n hε.1 hε.2.le, Real.log_div hR.ne' hε.1.ne', sub_eq_add_neg]
  rw [tendsto_congr' hev]
  constructor
  · rintro h rfl
    obtain ⟨ε, hε⟩ := (h.eventually_gt_atTop 0).exists
    simp at hε
  · intro hn
    have hn' : (n : ℝ) ≠ 0 := Int.cast_ne_zero.2 hn
    have hpos : 0 < 2 * π * (n : ℝ) ^ 2 := by positivity
    exact Tendsto.const_mul_atTop hpos (tendsto_atTop_add_const_left _ _
      (tendsto_neg_atBot_atTop.comp Real.tendsto_log_nhdsGT_zero))
```

Q: Perhaps this particular phase is a clumsy choice. Couldn't a cleverer one with the same winding cost less?

A: Not on a circle. For w(t) = exp(iα(t)) the squared derivative is |w′|² = α′². Since (α′ − n)² ≥ 0,

α′² ≥ 2nα′ − n².

The winding condition fixes ∫₀^{2π} α′ dt = 2πn, so integrating the inequality gives

∫₀^{2π} α′² dt ≥ 2n · 2πn − 2πn² = 2πn².

The choice α = nt, which is the vortex phase on the unit circle, has α′ = n and reaches this value. In the proof, `hd` is the formula for |w′|², `hmean` is the fundamental theorem of calculus together with the winding condition, and `hmono` integrates the pointwise inequality.

```lean
/-- Every smooth phase `exp (i α)` on the circle with winding `n` has an integrated squared
angular derivative of at least `2π n²`. -/
theorem winding_lower_bound {α α' : ℝ → ℝ} (hα : ∀ t, HasDerivAt α (α' t) t)
    (hc : Continuous α') (n : ℤ) (hw : α (2 * π) = α 0 + 2 * π * n) :
    2 * π * (n : ℝ) ^ 2 ≤
      ∫ t in (0 : ℝ)..(2 * π), ‖deriv (fun s => Complex.exp ((α s : ℂ) * I)) t‖ ^ 2 := by
  have hd : ∀ t, ‖deriv (fun s => Complex.exp ((α s : ℂ) * I)) t‖ ^ 2 = α' t ^ 2 := by
    intro t
    rw [((hα t).ofReal_comp.mul_const I).cexp.deriv, norm_mul,
      Complex.norm_exp_ofReal_mul_I, norm_mul, Complex.norm_real, Complex.norm_I,
      one_mul, mul_one, Real.norm_eq_abs, sq_abs]
  simp only [hd]
  -- the total phase change fixes the mean of `α'`
  have hmean : ∫ t in (0 : ℝ)..(2 * π), α' t = 2 * π * n := by
    rw [intervalIntegral.integral_eq_sub_of_hasDerivAt (fun t _ => hα t)
      (hc.intervalIntegrable _ _), hw]
    ring
  -- tangent-line bound `α'² ≥ 2 n α' - n²`, integrated over the circle
  have hmono : ∫ t in (0 : ℝ)..(2 * π), (2 * (n : ℝ) * α' t - (n : ℝ) ^ 2)
      ≤ ∫ t in (0 : ℝ)..(2 * π), α' t ^ 2 := by
    refine intervalIntegral.integral_mono_on (by positivity)
      (Continuous.intervalIntegrable (by fun_prop) _ _)
      (Continuous.intervalIntegrable (by fun_prop) _ _) (fun t _ => ?_)
    nlinarith [sq_nonneg (α' t - n)]
  rw [intervalIntegral.integral_sub (Continuous.intervalIntegrable (by fun_prop) _ _)
    (Continuous.intervalIntegrable (by fun_prop) _ _), intervalIntegral.integral_const_mul,
    hmean, intervalIntegral.integral_const, smul_eq_mul] at hmono
  linarith

end

end VortexGauge
```

Q: That is one circle. My worry was about the whole neighbourhood of the core.

A: For a smooth phase on the annulus that winds n times around each circle centred on the core, the angular part of the gradient costs at least 2πn²/r on the circle of radius r, and integrating over r gives the same logarithm as a lower bound. That last integration is an argument by hand; the file proves the bound for a single angular variable and the exact annulus formula for the vortex itself.

Q: Then what should I conclude from my mesh?

A: If the gauge near the point behaves like this single-vortex model, with the mesh spacing acting as ε, expect growth proportional to n² and to the logarithm of the inverse spacing. Refinement won't produce a limit. A gauge without the vortex would remove this divergence, but a band with nonzero Chern number has no smooth periodic gauge over the whole zone.

```lean
#print axioms VortexGauge.annulusSpread_eq
-- 'VortexGauge.annulusSpread_eq' depends on axioms: [propext, Classical.choice, Quot.sound]
#print axioms VortexGauge.annulusSpread_diverges_iff
-- 'VortexGauge.annulusSpread_diverges_iff' depends on axioms: [propext, Classical.choice, Quot.sound]
#print axioms VortexGauge.winding_lower_bound
-- 'VortexGauge.winding_lower_bound' depends on axioms: [propext, Classical.choice, Quot.sound]
```
